# Schwinger bosons: $J^2=\frac N2\left(\frac N2+1\right)$ for two independent boson modes

The two modes are modelled here by their commutation relations, not by matrices or a chosen Fock space. The annihilators $a,b$ and creators $a^\dagger,b^\dagger$ are elements of a complex algebra with $[a,a^\dagger]=[b,b^\dagger]=1$, and operators of different modes commute. With $\hbar=1$, define

$$J_+=a^\dagger b,\quad J_-=b^\dagger a,\quad J_x=\tfrac12(J_++J_-),\quad J_y=\tfrac1{2i}(J_+-J_-),\quad J_z=\tfrac12(N_a-N_b),$$

where $N_a=a^\dagger a$, $N_b=b^\dagger b$ and $N=N_a+N_b$. Then $J^2=J_x^2+J_y^2+J_z^2$ satisfies the identity in the title.

## Fixing the spin length by counting quanta

In the sector $N=2j$ the identity gives $J^2=j(j+1)$, so a code that stores a spin $j$ in two boson modes can fix the spin length by selecting that sector. The result covers exact modes, not truncated ones. Finite matrices of nonzero size cannot satisfy $[a,a^\dagger]=1$, because a commutator has zero trace. If each mode is cut off at $n_{\max}$ quanta, the identity survives in the sectors $N\le n_{\max}$, which are complete, and fails in those with $n_{\max}<N\le 2n_{\max}$. A test of $J^2$ should therefore be confined to the complete sectors.

## From ladder products to $J^2$

Expanding the squares gives

$$J_x^2+J_y^2=\tfrac14(J_++J_-)^2-\tfrac14(J_+-J_-)^2=\tfrac12(J_+J_-+J_-J_+).$$

Moving operators of different modes past each other, and using $bb^\dagger=N_b+1$ and $aa^\dagger=N_a+1$, gives

$$J_+J_-=a^\dagger a\,bb^\dagger=N_a(N_b+1),\qquad J_-J_+=b^\dagger b\,aa^\dagger=N_b(N_a+1).$$

Hence

$$J^2=\tfrac12(N_aN_b+N_bN_a+N)+\tfrac14(N_a-N_b)^2=\tfrac14N^2+\tfrac12N.$$

If $\dagger$ is the star operation, then $J_+^*=J_-$, so $J_x^*=J_x$ and $J_y^*=\tfrac i2(J_--J_+)=J_y$. Since $N_a$ and $N_b$ are self-adjoint, so is $J_z$.

For number states, let the operators act on a complex vector space, let $v$ be a vector with $av=bv=0$, and put $w=(a^\dagger)^p(b^\dagger)^qv$ for natural numbers $p,q$. Induction on $n$ gives $N_a(a^\dagger)^n=(a^\dagger)^n(N_a+n)$, the step being

$$(a^\dagger)^n(N_a+n)a^\dagger=(a^\dagger)^{n+1}(N_a+1+n).$$

The same holds for $b$, so $N_aw=pw$ and $N_bw=qw$. Therefore $J^2w=j(j+1)w$ and $J_zw=mw$, with $j=(p+q)/2$ and $m=(p-q)/2$. In a Fock space with a unit vacuum, the normalised state is $w/\sqrt{p!\,q!}$, with the same eigenvalues.

```lean
import Mathlib

open MvPolynomial

namespace SchwingerBosons

noncomputable section

variable {A : Type*} [Ring A]

/-- Two independent boson modes with annihilators `a`, `b` and creators `ad`, `bd`:
the canonical commutation relations. -/
structure IsTwoMode (a ad b bd : A) : Prop where
  aa : a * ad - ad * a = 1
  bb : b * bd - bd * b = 1
  ab : a * b = b * a
  abd : a * bd = bd * a
  adb : ad * b = b * ad
  adbd : ad * bd = bd * ad

/-- The raising operator `J₊ = a†b`. -/
def Jplus (ad b : A) : A := ad * b

/-- The lowering operator `J₋ = b†a`. -/
def Jminus (a bd : A) : A := bd * a

/-- The total number of quanta `N = a†a + b†b`. -/
def number (a ad b bd : A) : A := ad * a + bd * b

variable [Algebra ℂ A]

/-- The component `Jx = (J₊ + J₋)/2`. -/
def Jx (a ad b bd : A) : A := (1 / 2 : ℂ) • (Jplus ad b + Jminus a bd)

/-- The component `Jy = (J₊ - J₋)/(2i)`. -/
def Jy (a ad b bd : A) : A := (-Complex.I / 2) • (Jplus ad b - Jminus a bd)

/-- The component `Jz = (a†a - b†b)/2`. -/
def Jz (a ad b bd : A) : A := (1 / 2 : ℂ) • (ad * a - bd * b)

/-- The squared angular momentum `J² = Jx² + Jy² + Jz²`. -/
def Jsq (a ad b bd : A) : A :=
  Jx a ad b bd * Jx a ad b bd + Jy a ad b bd * Jy a ad b bd + Jz a ad b bd * Jz a ad b bd

/-- The transverse part of `J²` in ladder form: `Jx² + Jy² = (J₊J₋ + J₋J₊)/2`. -/
theorem transverse_sq (a ad b bd : A) :
    Jx a ad b bd * Jx a ad b bd + Jy a ad b bd * Jy a ad b bd
      = (1 / 2 : ℂ) • (Jplus ad b * Jminus a bd + Jminus a bd * Jplus ad b) := by
  have hI : (-Complex.I / 2) * (-Complex.I / 2) = (-1 / 4 : ℂ) := by
    linear_combination (1 / 4 : ℂ) * Complex.I_mul_I
  unfold Jx Jy
  generalize Jplus ad b = P
  generalize Jminus a bd = M
  rw [smul_mul_smul_comm, smul_mul_smul_comm, hI]
  simp only [add_mul, mul_add, sub_mul, mul_sub]
  module

omit [Algebra ℂ A] in
/-- Products of ladder operators in terms of the mode occupations:
`J₊J₋ = Na (Nb + 1)` and `J₋J₊ = Nb (Na + 1)`. -/
theorem ladder_products {a ad b bd : A} (h : IsTwoMode a ad b bd) :
    Jplus ad b * Jminus a bd = ad * a * (bd * b + 1) ∧
    Jminus a bd * Jplus ad b = bd * b * (ad * a + 1) := by
  unfold Jplus Jminus
  constructor
  · linear_combination (norm := noncomm_ring)
      ad * h.bb * a - ad * bd * h.ab - ad * h.abd * b
  · linear_combination (norm := noncomm_ring)
      bd * h.aa * b + bd * ad * h.ab + bd * h.adb * a

/-- For two boson modes, `J² = (N/2)(N/2 + 1)`. -/
theorem casimir {a ad b bd : A} (h : IsTwoMode a ad b bd) :
    Jsq a ad b bd = ((1 / 2 : ℂ) • number a ad b bd) * ((1 / 2 : ℂ) • number a ad b bd + 1) := by
  obtain ⟨h1, h2⟩ := ladder_products h
  unfold Jsq
  rw [transverse_sq, h1, h2]
  unfold Jz number
  -- only the two occupation numbers are left
  generalize ad * a = x
  generalize bd * b = y
  simp only [smul_mul_assoc, mul_smul_comm, add_mul, mul_add, sub_mul, mul_sub, mul_one]
  module

/-- In a complex star-algebra with `[a,a*] = [b,b*] = 1` and `a` commuting with `b` and `b*`,
the components `Jx`, `Jy`, `Jz` are self-adjoint and `J² = (N/2)(N/2 + 1)`. -/
theorem schwinger_star [StarRing A] [StarModule ℂ A] {a b : A}
    (ha : a * star a - star a * a = 1) (hb : b * star b - star b * b = 1)
    (hab : a * b = b * a) (habs : a * star b = star b * a) :
    IsSelfAdjoint (Jx a (star a) b (star b)) ∧ IsSelfAdjoint (Jy a (star a) b (star b)) ∧
    IsSelfAdjoint (Jz a (star a) b (star b)) ∧
    Jsq a (star a) b (star b) = ((1 / 2 : ℂ) • number a (star a) b (star b)) *
      ((1 / 2 : ℂ) • number a (star a) b (star b) + 1) := by
  have hh : star (1 / 2 : ℂ) = 1 / 2 := by simp
  have hI : star (-Complex.I / 2) = Complex.I / 2 := by simp
  -- the other two relations are the adjoints of the given ones
  have h1 := congrArg star hab
  have h2 := congrArg star habs
  simp only [star_mul, star_star] at h1 h2
  refine ⟨?_, ?_, ?_, casimir ⟨ha, hb, hab, habs, h2.symm, h1.symm⟩⟩
  · rw [isSelfAdjoint_iff]
    simp only [Jx, Jplus, Jminus, star_smul, star_add, star_mul, star_star, hh]
    module
  · rw [isSelfAdjoint_iff]
    simp only [Jy, Jplus, Jminus, star_smul, star_sub, star_mul, star_star, hI]
    module
  · rw [isSelfAdjoint_iff]
    simp only [Jz, star_smul, star_sub, star_mul, star_star, hh]

/-- If `[c, c†] = 1`, then `c†c (c†)^n = (c†)^n c†c + n (c†)^n`. -/
theorem number_mul_pow {c cd : A} (h : c * cd - cd * c = 1) (n : ℕ) :
    cd * c * cd ^ n = cd ^ n * (cd * c) + (n : ℂ) • cd ^ n := by
  have hc : c * cd = cd * c + 1 := sub_eq_iff_eq_add'.mp h
  induction n with
  | zero => simp
  | succ n ih =>
    calc cd * c * cd ^ (n + 1) = (cd * c * cd ^ n) * cd := by
          simp only [pow_succ, mul_assoc]
      _ = cd ^ n * cd * (c * cd) + (n : ℂ) • (cd ^ n * cd) := by
          rw [ih, add_mul, smul_mul_assoc]
          simp only [mul_assoc]
      _ = cd ^ (n + 1) * (cd * c) + ((n + 1 : ℕ) : ℂ) • cd ^ (n + 1) := by
          rw [hc, ← pow_succ cd n, mul_add, mul_one]
          push_cast
          module

/-- If `a` and `b` annihilate `v`, the vector `(a†)^p (b†)^q v` satisfies the eigenvalue equations
of `J²` and `Jz` with `j = (p+q)/2` and `m = (p-q)/2`. -/
theorem number_state {V : Type*} [AddCommGroup V] [Module ℂ V] {a ad b bd : Module.End ℂ V}
    (h : IsTwoMode a ad b bd) {v : V} (hav : a v = 0) (hbv : b v = 0) (p q : ℕ) :
    Jsq a ad b bd ((ad ^ p * bd ^ q) v)
      = (((p + q) / 2 : ℂ) * ((p + q) / 2 + 1)) • (ad ^ p * bd ^ q) v ∧
    Jz a ad b bd ((ad ^ p * bd ^ q) v) = ((p - q) / 2 : ℂ) • (ad ^ p * bd ^ q) v := by
  have c1 : Commute (ad * a) (bd ^ q) :=
    (Commute.mul_left (show Commute ad bd from h.adbd) h.abd).pow_right q
  have c2 : Commute (bd * b) (ad ^ p) :=
    (Commute.mul_left (show Commute bd ad from h.adbd.symm) h.adb.symm).pow_right p
  have hA : ad * a * (ad ^ p * bd ^ q)
      = ad ^ p * bd ^ q * (ad * a) + (p : ℂ) • (ad ^ p * bd ^ q) := by
    rw [← mul_assoc (ad * a), number_mul_pow h.aa, add_mul,
      mul_assoc (ad ^ p) (ad * a) (bd ^ q), c1.eq, smul_mul_assoc,
      ← mul_assoc (ad ^ p) (bd ^ q) (ad * a)]
  have hB : bd * b * (ad ^ p * bd ^ q)
      = ad ^ p * bd ^ q * (bd * b) + (q : ℂ) • (ad ^ p * bd ^ q) := by
    rw [← mul_assoc (bd * b), c2.eq, mul_assoc (ad ^ p) (bd * b) (bd ^ q),
      number_mul_pow h.bb, mul_add, mul_smul_comm, ← mul_assoc (ad ^ p) (bd ^ q) (bd * b)]
  -- on the vacuum only the occupation numbers survive
  have na : (ad * a) ((ad ^ p * bd ^ q) v) = (p : ℂ) • (ad ^ p * bd ^ q) v := by
    rw [← Module.End.mul_apply (ad * a), hA, LinearMap.add_apply, LinearMap.smul_apply,
      Module.End.mul_apply (ad ^ p * bd ^ q) (ad * a), Module.End.mul_apply ad a, hav,
      map_zero, map_zero, zero_add]
  have nb : (bd * b) ((ad ^ p * bd ^ q) v) = (q : ℂ) • (ad ^ p * bd ^ q) v := by
    rw [← Module.End.mul_apply (bd * b), hB, LinearMap.add_apply, LinearMap.smul_apply,
      Module.End.mul_apply (ad ^ p * bd ^ q) (bd * b), Module.End.mul_apply bd b, hbv,
      map_zero, map_zero, zero_add]
  have hN : ((1 / 2 : ℂ) • number a ad b bd) ((ad ^ p * bd ^ q) v)
      = ((p + q) / 2 : ℂ) • (ad ^ p * bd ^ q) v := by
    unfold number
    rw [LinearMap.smul_apply, LinearMap.add_apply, na, nb]
    module
  constructor
  · rw [casimir h, Module.End.mul_apply ((1 / 2 : ℂ) • number a ad b bd),
      LinearMap.add_apply, Module.End.one_apply, hN, map_add, map_smul, hN]
    module
  · unfold Jz
    rw [LinearMap.smul_apply, LinearMap.sub_apply, na, nb]
    module

/-- Annihilator of mode `i` on polynomials in two variables: the partial derivative. -/
def annih (i : Fin 2) : Module.End ℂ (MvPolynomial (Fin 2) ℂ) := (pderiv i).toLinearMap

/-- Creator of mode `i` on polynomials in two variables: multiplication by the variable. -/
def create (i : Fin 2) : Module.End ℂ (MvPolynomial (Fin 2) ℂ) := LinearMap.mulLeft ℂ (X i)

/-- Derivatives and multiplications on two-variable polynomials are two boson modes; both
annihilators kill the constant `1`, and the creators build the monomials from it. -/
theorem isTwoMode_witness :
    IsTwoMode (annih 0) (create 0) (annih 1) (create 1) ∧
    annih 0 1 = 0 ∧ annih 1 1 = 0 ∧
    ∀ p q : ℕ, (create 0 ^ p * create 1 ^ q) 1 = X 0 ^ p * X 1 ^ q := by
  have hcan : ∀ (i : Fin 2) (f : MvPolynomial (Fin 2) ℂ),
      pderiv i (X i * f) - X i * pderiv i f = f := by
    intro i f
    rw [Derivation.leibniz, pderiv_X_self]
    simp only [smul_eq_mul]
    ring
  have hne : ∀ (i j : Fin 2) (f : MvPolynomial (Fin 2) ℂ), j ≠ i →
      pderiv i (X j * f) = X j * pderiv i f := by
    intro i j f hij
    rw [Derivation.leibniz, pderiv_X_of_ne hij]
    simp only [smul_eq_mul, mul_zero, add_zero]
  -- the commutator of two partial derivatives is a derivation that kills the variables
  have hD : ⁅(pderiv 0 : Derivation ℂ (MvPolynomial (Fin 2) ℂ) (MvPolynomial (Fin 2) ℂ)),
      (pderiv 1 : Derivation ℂ (MvPolynomial (Fin 2) ℂ) (MvPolynomial (Fin 2) ℂ))⁆ = 0 := by
    apply MvPolynomial.derivation_ext
    intro i
    fin_cases i <;> simp [Derivation.commutator_apply, pderiv_X]
  refine ⟨⟨LinearMap.ext fun f => hcan 0 f, LinearMap.ext fun f => hcan 1 f,
    LinearMap.ext fun f => ?_, LinearMap.ext fun f => hne 0 1 f (by decide),
    LinearMap.ext fun f => (hne 1 0 f (by decide)).symm,
    LinearMap.ext fun f => mul_left_comm (X 0) (X 1) f⟩,
    Derivation.map_one_eq_zero _, Derivation.map_one_eq_zero _, fun p q => ?_⟩
  · have h := DFunLike.congr_fun hD f
    rw [Derivation.commutator_apply] at h
    exact sub_eq_zero.mp h
  · simp [create, LinearMap.pow_mulLeft, Module.End.mul_apply]

end

end SchwingerBosons
```

```lean
#print axioms SchwingerBosons.casimir
#print axioms SchwingerBosons.schwinger_star
#print axioms SchwingerBosons.number_state
```

```
'SchwingerBosons.casimir' depends on axioms: [propext, Classical.choice, Quot.sound]
'SchwingerBosons.schwinger_star' depends on axioms: [propext, Classical.choice, Quot.sound]
'SchwingerBosons.number_state' depends on axioms: [propext, Classical.choice, Quot.sound]
```

## What the relations cover, and how Lean uses them

`IsTwoMode a ad b bd` lists the six relations. Here `ad` and `bd` stand for the creators but need not be adjoints. `schwinger_star` sets them to `star a` and `star b` and assumes four relations; taking stars of the two mixed ones supplies the rest. Its `IsSelfAdjoint` means $x^*=x$ and says nothing about domains of unbounded operators.

In `number_state` the modes are linear maps on a complex vector space without an inner product. The vector `v` may be zero, so the theorem gives eigenvalue equations without claiming a nonzero eigenvector. `isTwoMode_witness` supplies a concrete case: derivatives annihilate the constant $1$, and multiplication by the variables builds the monomials from it.

The proofs follow the algebra above. `transverse_sq` expands the squares. In `ladder_products`, `linear_combination` multiplies the relations by operators on the left and right, and `noncomm_ring` checks the result without reordering factors. `casimir` then replaces the occupation numbers by arbitrary symbols, and `module` collects the coefficients. `number_mul_pow` is the induction. For the polynomials, the product rule gives most relations; the partial derivatives commute because their commutator is a derivation that vanishes on both variables.

A concrete Fock space with matrix elements $\sqrt n$ would turn the commutation relations into theorems and include normalisation, but the result would then concern that representation alone.

The cutoff behaviour described earlier is not proved in Lean, but follows by hand. The truncated matrices give $bb^\dagger=0$ on a state with $n_b=n_{\max}$, so there $J_+J_-$ gives $0$ instead of $n_a(n_{\max}+1)$. The two differ exactly when $n_a>0$, that is, when $N>n_{\max}$. The same happens to $J_-J_+$ at $n_a=n_{\max}$, and both errors lower $J^2$, so they cannot cancel. A neighbouring relation also follows by hand: subtracting the two ladder products instead of adding them gives $[J_+,J_-]=N_a-N_b=2J_z$, since $N_a$ and $N_b$ commute.
